# The identity and the half-turns about three perpendicular axes are rotations that sum to zero

Leave space as it is, or turn it by 180° about one of the three coordinate axes: these are four rotations, and the lemma `fourRotations_balanced` says that their matrices add up to zero. In mathematical terms, four real 3×3 diagonal matrices with entries ±1 are each orthogonal with determinant one, and their sum is the zero matrix. The statement is about these four matrices alone, and no energy or material law enters it. The attempt gets the rotation property from an earlier lemma on axis scalings, then writes out the sum and checks its nine entries one by one.

The first attempt, which Lean rejects:

```lean
import Mathlib

open Matrix Filter Topology

namespace ConvexFrameIndifference

noncomputable section

/-- Deformation gradients: real 3×3 matrices. -/
abbrev Mat3 := Matrix (Fin 3) (Fin 3) ℝ

/-- A rotation of space: an orthogonal matrix of determinant one. -/
def IsRotation (Q : Mat3) : Prop := Qᵀ * Q = 1 ∧ Q.det = 1

/-- The diagonal matrix that scales the three coordinate axes by `a`, `b`, `c`. -/
def axisScaling (a b c : ℝ) : Mat3 := !![a, 0, 0; 0, b, 0; 0, 0, c]

/-- The identity and the half-turns about the three coordinate axes. -/
def fourRotations : Fin 4 → Mat3 :=
  ![axisScaling 1 1 1, axisScaling 1 (-1) (-1),
    axisScaling (-1) 1 (-1), axisScaling (-1) (-1) 1]

/-- An axis scaling by signs whose product is one is a rotation. -/
theorem axisScaling_isRotation (a b c : ℝ) (ha : a * a = 1) (hb : b * b = 1)
    (hc : c * c = 1) (h : a * b * c = 1) : IsRotation (axisScaling a b c) := by
  constructor
  · ext i j
    fin_cases i <;> fin_cases j <;>
      simp [axisScaling, Matrix.mul_apply, Fin.sum_univ_succ, ha, hb, hc]
  · rw [Matrix.det_fin_three]
    simp [axisScaling, h]

/-- The identity and the three half-turns are rotations, and they sum to zero. -/
theorem fourRotations_balanced :
    (∀ i, IsRotation (fourRotations i)) ∧ ∑ i, fourRotations i = 0 := by
  constructor
  · intro i
    fin_cases i
    · exact axisScaling_isRotation 1 1 1 (by norm_num) (by norm_num) (by norm_num) (by norm_num)
    · exact axisScaling_isRotation 1 (-1) (-1)
        (by norm_num) (by norm_num) (by norm_num) (by norm_num)
    · exact axisScaling_isRotation (-1) 1 (-1)
        (by norm_num) (by norm_num) (by norm_num) (by norm_num)
    · exact axisScaling_isRotation (-1) (-1) 1
        (by norm_num) (by norm_num) (by norm_num) (by norm_num)
  · rw [Fin.sum_univ_four]
    ext i j
    fin_cases i <;> fin_cases j <;> norm_num [fourRotations, axisScaling]

end

end ConvexFrameIndifference
```

Compiling this gives:

```
Main.lean:46:2: error: unsolved goals
case right.«0».«0»
⊢ 2 +
        ![!![1, 0, 0; 0, 1, 0; 0, 0, 1], !![1, 0, 0; 0, -1, 0; 0, 0, -1], !![-1, 0, 0; 0, 1, 0; 0, 0, -1],
            !![-1, 0, 0; 0, -1, 0; 0, 0, 1]]
          2 0 0 +
      ![!![1, 0, 0; 0, 1, 0; 0, 0, 1], !![1, 0, 0; 0, -1, 0; 0, 0, -1], !![-1, 0, 0; 0, 1, 0; 0, 0, -1],
          !![-1, 0, 0; 0, -1, 0; 0, 0, 1]]
        3 0 0 =
    0

case right.«0».«1»
⊢ ![!![1, 0, 0; 0, 1, 0; 0, 0, 1], !![1, 0, 0; 0, -1, 0; 0, 0, -1], !![-1, 0, 0; 0, 1, 0; 0, 0, -1],
          !![-1, 0, 0; 0, -1, 0; 0, 0, 1]]
        2 0 1 +
      ![!![1, 0, 0; 0, 1, 0; 0, 0, 1], !![1, 0, 0; 0, -1, 0; 0, 0, -1], !![-1, 0, 0; 0, 1, 0; 0, 0, -1],
          !![-1, 0, 0; 0, -1, 0; 0, 0, 1]]
        3 0 1 =
    0

case right.«0».«2»
⊢ ![!![1, 0, 0; 0, 1, 0; 0, 0, 1], !![1, 0, 0; 0, -1, 0; 0, 0, -1], !![-1, 0, 0; 0, 1, 0; 0, 0, -1],
          !![-1, 0, 0; 0, -1, 0; 0, 0, 1]]
        2 0 ⟨2, ⋯⟩ +
      ![!![1, 0, 0; 0, 1, 0; 0, 0, 1], !![1, 0, 0; 0, -1, 0; 0, 0, -1], !![-1, 0, 0; 0, 1, 0; 0, 0, -1],
          !![-1, 0, 0; 0, -1, 0; 0, 0, 1]]
        3 0 ⟨2, ⋯⟩ =
    0

case right.«1».«0»
⊢ ![!![1, 0, 0; 0, 1, 0; 0, 0, 1], !![1, 0, 0; 0, -1, 0; 0, 0, -1], !![-1, 0, 0; 0, 1, 0; 0, 0, -1],
          !![-1, 0, 0; 0, -1, 0; 0, 0, 1]]
        2 1 0 +
      ![!![1, 0, 0; 0, 1, 0; 0, 0, 1], !![1, 0, 0; 0, -1, 0; 0, 0, -1], !![-1, 0, 0; 0, 1, 0; 0, 0, -1],
          !![-1, 0, 0; 0, -1, 0; 0, 0, 1]]
        3 1 0 =
    0

case right.«1».«1»
⊢ ![!![1, 0, 0; 0, 1, 0; 0, 0, 1], !![1, 0, 0; 0, -1, 0; 0, 0, -1], !![-1, 0, 0; 0, 1, 0; 0, 0, -1],
          !![-1, 0, 0; 0, -1, 0; 0, 0, 1]]
        2 1 1 +
      ![!![1, 0, 0; 0, 1, 0; 0, 0, 1], !![1, 0, 0; 0, -1, 0; 0, 0, -1], !![-1, 0, 0; 0, 1, 0; 0, 0, -1],
          !![-1, 0, 0; 0, -1, 0; 0, 0, 1]]
        3 1 1 =
    0

case right.«1».«2»
⊢ ![!![1, 0, 0; 0, 1, 0; 0, 0, 1], !![1, 0, 0; 0, -1, 0; 0, 0, -1], !![-1, 0, 0; 0, 1, 0; 0, 0, -1],
          !![-1, 0, 0; 0, -1, 0; 0, 0, 1]]
        2 1 ⟨2, ⋯⟩ +
      ![!![1, 0, 0; 0, 1, 0; 0, 0, 1], !![1, 0, 0; 0, -1, 0; 0, 0, -1], !![-1, 0, 0; 0, 1, 0; 0, 0, -1],
          !![-1, 0, 0; 0, -1, 0; 0, 0, 1]]
        3 1 ⟨2, ⋯⟩ =
    0

case right.«2».«0»
⊢ ![!![1, 0, 0; 0, 1, 0; 0, 0, 1], !![1, 0, 0; 0, -1, 0; 0, 0, -1], !![-1, 0, 0; 0, 1, 0; 0, 0, -1],
          !![-1, 0, 0; 0, -1, 0; 0, 0, 1]]
        2 ⟨2, ⋯⟩ 0 +
      ![!![1, 0, 0; 0, 1, 0; 0, 0, 1], !![1, 0, 0; 0, -1, 0; 0, 0, -1], !![-1, 0, 0; 0, 1, 0; 0, 0, -1],
          !![-1, 0, 0; 0, -1, 0; 0, 0, 1]]
        3 ⟨2, ⋯⟩ 0 =
    0

case right.«2».«1»
⊢ ![!![1, 0, 0; 0, 1, 0; 0, 0, 1], !![1, 0, 0; 0, -1, 0; 0, 0, -1], !![-1, 0, 0; 0, 1, 0; 0, 0, -1],
          !![-1, 0, 0; 0, -1, 0; 0, 0, 1]]
        2 ⟨2, ⋯⟩ 1 +
      ![!![1, 0, 0; 0, 1, 0; 0, 0, 1], !![1, 0, 0; 0, -1, 0; 0, 0, -1], !![-1, 0, 0; 0, 1, 0; 0, 0, -1],
          !![-1, 0, 0; 0, -1, 0; 0, 0, 1]]
        3 ⟨2, ⋯⟩ 1 =
    0

case right.«2».«2»
⊢ ![!![1, 0, 0; 0, 1, 0; 0, 0, 1], !![1, 0, 0; 0, -1, 0; 0, 0, -1], !![-1, 0, 0; 0, 1, 0; 0, 0, -1],
          !![-1, 0, 0; 0, -1, 0; 0, 0, 1]]
        2 ⟨2, ⋯⟩ ⟨2, ⋯⟩ +
      ![!![1, 0, 0; 0, 1, 0; 0, 0, 1], !![1, 0, 0; 0, -1, 0; 0, 0, -1], !![-1, 0, 0; 0, 1, 0; 0, 0, -1],
          !![-1, 0, 0; 0, -1, 0; 0, 0, 1]]
        3 ⟨2, ⋯⟩ ⟨2, ⋯⟩ =
    0
```

What went wrong. The error is in the second half, the sum, where all nine entry goals are left open. After `Fin.sum_univ_four` the sum runs over `fourRotations 0` to `fourRotations 3`, and `norm_num` unfolds `fourRotations` into a list of four matrices. It picks out items 0 and 1 and evaluates their entries: in the first goal they have already become `2`. But it does not pick out items 2 and 3, so the list still stands there, applied to `2` and `3` and then to a row and a column. The equations left over are true, only not simplified far enough to close.

The added `change` restates the goal as a sum of four explicit `axisScaling` matrices. Lean accepts this because the two forms are equal by definition, and no list is left to look things up in. `simp [axisScaling]` then only has to read off matrix entries and add them. `fourRotations` is dropped from the simplification list because it no longer occurs in the goal. The messages don't show that the move from `norm_num` to `simp` was needed as well.

As a diff, the version that Lean accepts:

```diff
@@ -45,6 +45,8 @@
         (by norm_num) (by norm_num) (by norm_num) (by norm_num)
   · rw [Fin.sum_univ_four]
+    change axisScaling 1 1 1 + axisScaling 1 (-1) (-1) +
+      axisScaling (-1) 1 (-1) + axisScaling (-1) (-1) 1 = 0
     ext i j
-    fin_cases i <;> fin_cases j <;> norm_num [fourRotations, axisScaling]
+    fin_cases i <;> fin_cases j <;> simp [axisScaling]
 
 end
```
